# Minimal position spread $\hbar\sqrt b$ for a symmetric pair with $[x,p]=i\hbar(1+bp^2)$

A wave packet obeying $[x,p]=i\hbar$ can be squeezed in position without limit, at the price of a growing momentum spread. Suppose instead that the commutator grows with momentum, $[x,p]=i\hbar(1+bp^2)$. The postulated constant $b>0$ is an inverse squared momentum, and $1/\sqrt b$ is the momentum scale at which the canonical relation is assumed to fail. A large momentum spread now enlarges the expectation value of the commutator, so squeezing may stop paying off.

## The bound and its derivation

Let $x,p$ be symmetric operators on a complex inner-product space $V$, let $\hbar,b>0$, and let $\psi$ be a unit vector with $[x,p]\psi=i\hbar(\psi+bp^2\psi)$. For an operator $A$ put $\langle A\rangle=\operatorname{Re}\langle\psi,A\psi\rangle$ and $\sigma(A)=\|(A-\langle A\rangle)\psi\|$. Then $\sigma(x)\ge\hbar\sqrt b$, with equality exactly when $(x-\langle x\rangle+i\hbar b\,p)\psi=0$.

Symmetry gives $\langle\psi,[x,p]\psi\rangle=\langle x\psi,p\psi\rangle-\langle p\psi,x\psi\rangle=2i\operatorname{Im}\langle x\psi,p\psi\rangle$ and $\langle\psi,p^2\psi\rangle=\|p\psi\|^2$. Expectation values of symmetric operators are real, so real shifts $a,c$ leave the imaginary part unchanged, and for $\psi$ of any norm
$$2\operatorname{Im}\langle(x-a)\psi,(p-c)\psi\rangle=\hbar\left(\|\psi\|^2+b\|p\psi\|^2\right).\tag{1}$$
For $\|\psi\|=1$, expanding the square gives $\sigma(p)^2=\|p\psi\|^2-\langle p\rangle^2$. With $a=\langle x\rangle$, $c=\langle p\rangle$, Cauchy–Schwarz turns (1) into
$$\sigma(x)\sigma(p)\ge\tfrac{\hbar}{2}\left(1+b\sigma(p)^2+b\langle p\rangle^2\right).\tag{2}$$
The right side is positive, so $\sigma(p)>0$. Put $r=\sqrt{b(1+b\langle p\rangle^2)}$. Dividing $(r-b\sigma(p))^2\ge0$ by $b$ gives $2r\sigma(p)\le1+b\langle p\rangle^2+b\sigma(p)^2$, and (2) becomes $\sigma(x)\ge\hbar r$.

The equality case follows from an exact identity. With $u=(x-\langle x\rangle)\psi$ and (1) at $c=0$,
$$\|u+i\hbar b\,p\psi\|^2=\sigma(x)^2-2\hbar b\operatorname{Im}\langle u,p\psi\rangle+\hbar^2b^2\|p\psi\|^2=\sigma(x)^2-\hbar^2b.\tag{3}$$
The left side is non-negative and vanishes exactly when the vector does.

If the relation holds on every vector of $V$, equality is impossible. It would give $x\psi=a\psi-i\hbar b\,p\psi$ with $a=\langle x\rangle$; inserted in the commutator, the $p^2$ terms cancel and $(x-a)p\psi=i\hbar\psi$. Equation (1) for the vector $p\psi$, with $c=0$, has left side $2\operatorname{Im}\langle i\hbar\psi,p^2\psi\rangle=-2\hbar\|p\psi\|^2$, so $\hbar(3\|p\psi\|^2+b\|p^2\psi\|^2)=0$. Then $p\psi=0$, hence $i\hbar\psi=0$, contradicting $\|\psi\|=1$.

For a single pair of symmetric operators with this one-parameter deformation, $\hbar\sqrt b$ is thus a floor on the width of every state that obeys the relation.

## States, means and spreads in Lean

```lean
import Mathlib

open Complex
open scoped InnerProductSpace

namespace MinimalLength

noncomputable section

variable {V : Type*} [NormedAddCommGroup V] [InnerProductSpace ℂ V]
```

`V` need be neither complete nor finite-dimensional. Operators are linear maps `V →ₗ[ℂ] V`, defined everywhere and not assumed bounded, so for unbounded $x,p$ the space `V` is a common invariant domain. The bracket `⟪ψ, A ψ⟫_ℂ` is antilinear in its first slot. Only `IsSymmetric` is used; self-adjointness, spectra and mixed states are not treated.

```lean
/-- Expectation value `⟨A⟩ = Re ⟨ψ, Aψ⟩`. -/
def mean (A : V →ₗ[ℂ] V) (ψ : V) : ℝ := (⟪ψ, A ψ⟫_ℂ).re

/-- Spread `σ(A) = ‖(A - ⟨A⟩)ψ‖`. -/
def spread (A : V →ₗ[ℂ] V) (ψ : V) : ℝ := ‖A ψ - (mean A ψ : ℂ) • ψ‖

/-- The deformed relation `[x, p] = iℏ(1 + b p²)` applied to the vector `ψ`. -/
def DeformedAt (x p : V →ₗ[ℂ] V) (ℏ b : ℝ) (ψ : V) : Prop :=
  x (p ψ) - p (x ψ) = (I * ℏ) • (ψ + (b : ℂ) • p (p ψ))
```

`DeformedAt` is the commutation relation on the one vector `ψ`. It is a hypothesis and is not derived from any dynamics.

## The commutator identity and the uncertainty relation

```lean
/-- The inner product of a vector with itself is its squared norm. -/
theorem inner_self_c (v : V) : ⟪v, v⟫_ℂ = ((‖v‖ ^ 2 : ℝ) : ℂ) := by
  rw [inner_self_eq_norm_sq_to_K]
  push_cast
  rfl

/-- For real shifts `a, c`: `2 Im ⟨(x-a)ψ, (p-c)ψ⟩ = ℏ(‖ψ‖² + b‖pψ‖²)`. -/
theorem two_im_inner {x p : V →ₗ[ℂ] V} (hx : x.IsSymmetric) (hp : p.IsSymmetric) {ℏ b : ℝ}
    {ψ : V} (h : DeformedAt x p ℏ b ψ) (a c : ℝ) :
    2 * (⟪x ψ - (a : ℂ) • ψ, p ψ - (c : ℂ) • ψ⟫_ℂ).im = ℏ * (‖ψ‖ ^ 2 + b * ‖p ψ‖ ^ 2) := by
  unfold DeformedAt at h
  have sw : ∀ u v : V, (⟪u, v⟫_ℂ).im = -(⟪v, u⟫_ℂ).im := fun u v => by
    rw [← inner_conj_symm u v, Complex.conj_im]
  -- expectation value of the commutator
  have h1 : ⟪x ψ, p ψ⟫_ℂ - ⟪p ψ, x ψ⟫_ℂ = I * ℏ * (⟪ψ, ψ⟫_ℂ + b * ⟪p ψ, p ψ⟫_ℂ) := by
    rw [hx ψ (p ψ), hp ψ (x ψ), hp ψ (p ψ), ← inner_sub_right, h, inner_smul_right,
      inner_add_right, inner_smul_right]
  rw [inner_self_c ψ, inner_self_c (p ψ)] at h1
  have h2 := congrArg Complex.im h1
  simp only [sub_im, mul_im, mul_re, add_im, add_re, I_re, I_im, ofReal_re, ofReal_im] at h2
  -- expectation values of symmetric operators are real, so the shifts drop out
  have hxr : (⟪x ψ, ψ⟫_ℂ).im = 0 := by
    have s := sw (x ψ) ψ
    rw [← hx ψ ψ] at s
    linarith
  have hpr : (⟪ψ, p ψ⟫_ℂ).im = 0 := by
    have s := sw ψ (p ψ)
    rw [hp ψ ψ] at s
    linarith
  have s := sw (p ψ) (x ψ)
  simp only [inner_sub_left, inner_sub_right, inner_smul_left, inner_smul_right, conj_ofReal,
    inner_self_c ψ, sub_im, mul_im, ofReal_re, ofReal_im, hxr, hpr]
  linarith
```

This is (1). Step `h1` moves operators across the bracket by symmetry, `h2` takes the imaginary part, and `hxr`, `hpr` remove the shifts.

```lean
/-- In a unit vector, `‖Aψ‖² = σ(A)² + ⟨A⟩²` for symmetric `A`. -/
theorem norm_sq_eq {A : V →ₗ[ℂ] V} (hA : A.IsSymmetric) {ψ : V} (hψ : ‖ψ‖ = 1) :
    ‖A ψ‖ ^ 2 = spread A ψ ^ 2 + mean A ψ ^ 2 := by
  unfold spread
  rw [norm_sub_sq (𝕜 := ℂ), inner_smul_right, hA ψ ψ, norm_smul, hψ]
  simp only [RCLike.re_to_complex, re_ofReal_mul, Complex.norm_real, Real.norm_eq_abs, mul_one,
    _root_.sq_abs]
  unfold mean
  ring

/-- Deformed uncertainty relation: `σ(x) σ(p) ≥ (ℏ/2)(1 + b(σ(p)² + ⟨p⟩²))`. -/
theorem deformed_uncertainty {x p : V →ₗ[ℂ] V} (hx : x.IsSymmetric) (hp : p.IsSymmetric)
    {ℏ b : ℝ} {ψ : V} (hψ : ‖ψ‖ = 1) (h : DeformedAt x p ℏ b ψ) :
    ℏ / 2 * (1 + b * (spread p ψ ^ 2 + mean p ψ ^ 2)) ≤ spread x ψ * spread p ψ := by
  have L := two_im_inner hx hp h (mean x ψ) (mean p ψ)
  rw [hψ, norm_sq_eq hp hψ] at L
  have cs : (⟪x ψ - (mean x ψ : ℂ) • ψ, p ψ - (mean p ψ : ℂ) • ψ⟫_ℂ).im
      ≤ spread x ψ * spread p ψ :=
    ((le_abs_self _).trans (Complex.abs_im_le_norm _)).trans (norm_inner_le_norm (𝕜 := ℂ) _ _)
  linarith
```

This is (2), valid for any real `ℏ` and `b`. The chain `cs` reads $\operatorname{Im}z\le|z|\le\sigma(x)\sigma(p)$, with $z$ the inner product in (1).

```lean
/-- Lower bound on the position spread at given mean momentum: `σ(x) ≥ ℏ √(b(1 + b⟨p⟩²))`. -/
theorem minimal_length_mean {x p : V →ₗ[ℂ] V} (hx : x.IsSymmetric) (hp : p.IsSymmetric)
    {ℏ b : ℝ} (hℏ : 0 < ℏ) (hb : 0 < b) {ψ : V} (hψ : ‖ψ‖ = 1) (h : DeformedAt x p ℏ b ψ) :
    ℏ * √(b * (1 + b * mean p ψ ^ 2)) ≤ spread x ψ := by
  have g := deformed_uncertainty hx hp hψ h
  have hs0 : 0 ≤ spread p ψ := norm_nonneg _
  have hc : 0 < 1 + b * mean p ψ ^ 2 := by positivity
  have hs : 0 < spread p ψ := by
    rcases hs0.eq_or_lt with h0 | h0
    · rw [← h0] at g
      nlinarith [mul_pos hℏ hc]
    · exact h0
  have hr : √(b * (1 + b * mean p ψ ^ 2)) ^ 2 = b * (1 + b * mean p ψ ^ 2) :=
    Real.sq_sqrt (by positivity)
  generalize √(b * (1 + b * mean p ψ ^ 2)) = r at hr ⊢
  -- arithmetic-geometric mean inequality in `σ(p)`
  have am : 2 * r * spread p ψ ≤ 1 + b * mean p ψ ^ 2 + b * spread p ψ ^ 2 :=
    le_of_mul_le_mul_left (by nlinarith [sq_nonneg (r - b * spread p ψ)]) hb
  exact le_of_mul_le_mul_right (by nlinarith [mul_le_mul_of_nonneg_left am hℏ.le]) hs
```

Here `hs` excludes $\sigma(p)=0$, `am` is the inequality obtained from $(r-b\sigma(p))^2\ge0$, and the last line cancels $\sigma(p)$.

## The bound, its equality case and strictness

```lean
/-- The identity `‖(x - ⟨x⟩ + iℏb p)ψ‖² = σ(x)² - ℏ²b` in a unit vector. -/
theorem excess_identity {x p : V →ₗ[ℂ] V} (hx : x.IsSymmetric) (hp : p.IsSymmetric)
    {ℏ b : ℝ} {ψ : V} (hψ : ‖ψ‖ = 1) (h : DeformedAt x p ℏ b ψ) :
    ‖x ψ - (mean x ψ : ℂ) • ψ + (I * ℏ * b) • p ψ‖ ^ 2 = spread x ψ ^ 2 - ℏ ^ 2 * b := by
  have L := two_im_inner hx hp h (mean x ψ) 0
  simp only [ofReal_zero, zero_smul, sub_zero, hψ] at L
  have hre : ∀ z : ℂ, (I * ℏ * b * z).re = -(ℏ * b * z.im) := fun z => by
    simp only [mul_re, mul_im, I_re, I_im, ofReal_re, ofReal_im]
    ring
  have hn : ‖I * ℏ * b‖ ^ 2 = (ℏ * b) ^ 2 := by simp [mul_pow]
  rw [norm_add_sq (𝕜 := ℂ), inner_smul_right, norm_smul, mul_pow, hn, RCLike.re_to_complex, hre]
  unfold spread
  linear_combination (-(ℏ * b)) * L
```

This is (3): `norm_add_sq` expands the square, `hre` evaluates the cross term, and $-\hbar b$ times (1) closes the goal.

```lean
/-- Minimal length: `σ(x) ≥ ℏ√b` in a unit vector obeying the deformed relation, with
equality exactly when `(x - ⟨x⟩ + iℏb p)ψ = 0`. -/
theorem minimal_length {x p : V →ₗ[ℂ] V} (hx : x.IsSymmetric) (hp : p.IsSymmetric)
    {ℏ b : ℝ} (hℏ : 0 < ℏ) (hb : 0 < b) {ψ : V} (hψ : ‖ψ‖ = 1) (h : DeformedAt x p ℏ b ψ) :
    ℏ * √b ≤ spread x ψ ∧
      (spread x ψ = ℏ * √b ↔ x ψ - (mean x ψ : ℂ) • ψ + (I * ℏ * b) • p ψ = 0) := by
  have e := excess_identity hx hp hψ h
  have hs : 0 ≤ spread x ψ := norm_nonneg _
  have h0 : 0 ≤ ℏ * √b := by positivity
  have hq : (ℏ * √b) ^ 2 = ℏ ^ 2 * b := by rw [mul_pow, Real.sq_sqrt hb.le]
  refine ⟨(pow_le_pow_iff_left₀ h0 hs two_ne_zero).mp ?_, fun he => ?_, fun he => ?_⟩
  · linarith [sq_nonneg ‖x ψ - (mean x ψ : ℂ) • ψ + (I * ℏ * b) • p ψ‖]
  · rw [he, hq, sub_self] at e
    exact norm_eq_zero.mp ((pow_eq_zero_iff two_ne_zero).mp e)
  · rw [he, norm_zero] at e
    exact (sq_eq_sq₀ hs h0).mp (by linarith)
```

The main theorem rests on (3) and not on (2). It compares squares of the non-negative numbers $\sigma(x)$ and $\hbar\sqrt b$, once for the inequality and once for each direction of the equivalence.

```lean
/-- If `[x, p] = iℏ(1 + b p²)` holds as an operator identity on the whole space, every unit
vector satisfies the strict bound `σ(x) > ℏ√b`. -/
theorem minimal_length_strict {x p : V →ₗ[ℂ] V} (hx : x.IsSymmetric) (hp : p.IsSymmetric)
    {ℏ b : ℝ} (hℏ : 0 < ℏ) (hb : 0 < b)
    (h : x ∘ₗ p - p ∘ₗ x = (I * ℏ) • (LinearMap.id + (b : ℂ) • (p ∘ₗ p)))
    {ψ : V} (hψ : ‖ψ‖ = 1) : ℏ * √b < spread x ψ := by
  have hall : ∀ φ, DeformedAt x p ℏ b φ := fun φ => LinearMap.congr_fun h φ
  obtain ⟨hle, hiff⟩ := minimal_length hx hp hℏ hb hψ (hall ψ)
  refine lt_of_le_of_ne hle fun he => ?_
  have hE := hiff.mp he.symm
  generalize mean x ψ = a at hE
  have e1 : x ψ = (a : ℂ) • ψ - (I * ℏ * b) • p ψ := by linear_combination (norm := module) hE
  -- in a saturating state `(x - a) p ψ = iℏ ψ`
  have e2 : x (p ψ) - (a : ℂ) • p ψ = (I * ℏ) • ψ := by
    have g := hall ψ
    unfold DeformedAt at g
    rw [e1, map_sub, map_smul, map_smul] at g
    linear_combination (norm := module) g
  -- the commutator in the state `pψ` gives `ℏ(3‖pψ‖² + b‖p²ψ‖²) = 0`
  have L := two_im_inner hx hp (hall (p ψ)) a 0
  simp only [ofReal_zero, zero_smul, sub_zero] at L
  rw [e2, inner_smul_left, ← hp ψ (p ψ), inner_self_c (p ψ)] at L
  simp only [map_mul, conj_I, conj_ofReal, mul_im, mul_re, neg_re, neg_im, I_re, I_im,
    ofReal_re, ofReal_im] at L
  have hz : p ψ = 0 := by
    by_contra hne
    have hpos : 0 < ‖p ψ‖ ^ 2 := pow_pos (norm_pos_iff.mpr hne) 2
    nlinarith [mul_pos hℏ hpos, mul_nonneg hℏ.le (mul_nonneg hb.le (sq_nonneg ‖p (p ψ)‖))]
  rw [hz, map_zero, smul_zero, sub_zero] at e2
  rcases smul_eq_zero.mp e2.symm with h1 | h1
  · exact mul_ne_zero I_ne_zero (ofReal_ne_zero.mpr hℏ.ne') h1
  · rw [h1] at hψ
    simp at hψ
```

Hypothesis `h` is the operator identity on all of `V`. Steps `e1` and `e2` are the equations for $x\psi$ and $(x-a)p\psi$, `L` is (1) at $p\psi$, and `hz` concludes $p\psi=0$. The strict inequality holds vector by vector in `V`, where $p^2\psi$ is defined; no gap above $\hbar\sqrt b$ is claimed, and vectors of the completion of `V` are not covered.

## A saturating two-level system, and the role of symmetry

On $\mathbb C^2$, with components $v_0,v_1$ and Pauli matrices $\sigma_x,\sigma_y$, take $x=-\hbar\sigma_y$ and $p=\sigma_x$.

```lean
/-- Two-level position operator `x = -ℏ σ_y`. -/
def xTwo (ℏ : ℝ) : EuclideanSpace ℂ (Fin 2) →ₗ[ℂ] EuclideanSpace ℂ (Fin 2) where
  toFun v := !₂[I * ℏ * v 1, -(I * ℏ * v 0)]
  map_add' u v := by ext i; fin_cases i <;> simp <;> ring
  map_smul' c v := by ext i; fin_cases i <;> simp <;> ring

/-- Two-level momentum operator `p = σ_x`. -/
def pTwo : EuclideanSpace ℂ (Fin 2) →ₗ[ℂ] EuclideanSpace ℂ (Fin 2) where
  toFun v := !₂[v 1, v 0]
  map_add' u v := by ext i; fin_cases i <;> simp
  map_smul' c v := by ext i; fin_cases i <;> simp

/-- With `b = 1`, the symmetric pair `x = -ℏσ_y`, `p = σ_x` obeys the deformed relation on the
unit vector `(1, 0)`, and there `σ(x) = ℏ√b`. -/
theorem two_level_witness {ℏ : ℝ} (hℏ : 0 < ℏ) :
    (xTwo ℏ).IsSymmetric ∧ pTwo.IsSymmetric ∧ ‖(!₂[1, 0] : EuclideanSpace ℂ (Fin 2))‖ = 1 ∧
      DeformedAt (xTwo ℏ) pTwo ℏ 1 !₂[1, 0] ∧ spread (xTwo ℏ) !₂[1, 0] = ℏ * √1 := by
  have hx : (xTwo ℏ).IsSymmetric := fun u v => by
    simp [xTwo, PiLp.inner_apply, Fin.sum_univ_two]
    ring
  have hp : pTwo.IsSymmetric := fun u v => by
    simp [pTwo, PiLp.inner_apply, Fin.sum_univ_two]
    ring
  have hn : ‖(!₂[1, 0] : EuclideanSpace ℂ (Fin 2))‖ = 1 := by
    simp [EuclideanSpace.norm_eq, Fin.sum_univ_two]
  have hd : DeformedAt (xTwo ℏ) pTwo ℏ 1 !₂[1, 0] := by
    unfold DeformedAt
    ext i
    fin_cases i <;> simp [xTwo, pTwo]
  have hm : mean (xTwo ℏ) !₂[1, 0] = 0 := by
    simp [mean, xTwo, PiLp.inner_apply, Fin.sum_univ_two]
  refine ⟨hx, hp, hn, hd, (minimal_length hx hp hℏ one_pos hn hd).2.mpr ?_⟩
  rw [hm]
  ext i
  fin_cases i <;> simp [xTwo, pTwo]
```

For $\psi=(1,0)$ and $b=1$: $x\psi=(0,-i\hbar)$, $p\psi=(0,1)$, $[x,p]\psi=2i\hbar\psi=i\hbar(\psi+p^2\psi)$, $\langle x\rangle=0$ and $(x+i\hbar p)\psi=0$. The proof feeds this last equation to `minimal_length` and obtains $\sigma(x)=\hbar$. With the relation required on $\psi$ alone, the bound is therefore attained, and strictness fails.

Without symmetry of $x$ the bound itself fails. Keep $p=\sigma_x$ and $\psi=(1,0)$, and let $x(v_0,v_1)=(i\hbar(1+b)v_1,\,0)$. Then $x\psi=0$ and $xp\psi=i\hbar(1+b)\psi$, so the relation holds on $\psi$ while $\sigma(x)=0$. This example and the trace argument below are ordinary computations that the code does not contain.

## The operator identity in the momentum representation

In dimension $n\ge1$ a commutator has trace zero, whereas $\operatorname{tr}(1+bp^2)\ge n$ for symmetric $p$, so finite matrices with symmetric $p$ can obey the relation on some states only. Symmetry of $p$ matters here: the non-symmetric scalar $p=i/\sqrt b$ makes both sides vanish for every $x$. The operator identity does hold on the infinite-dimensional space of polynomials $f(p)$, with $x=i\hbar(1+bp^2)\,d/dp$ and $p$ acting by multiplication; `Polynomial.X` is the variable $p$.

```lean
/-- Momentum representation on polynomials: `x = iℏ(1 + b p²) d/dp`. -/
def xPoly (ℏ b : ℝ) : Polynomial ℂ →ₗ[ℂ] Polynomial ℂ :=
  (I * ℏ) • (LinearMap.mulLeft ℂ (1 + Polynomial.C (b : ℂ) * Polynomial.X ^ 2) ∘ₗ
    Polynomial.derivative)

/-- Momentum representation on polynomials: `p` acts by multiplication. -/
def pPoly : Polynomial ℂ →ₗ[ℂ] Polynomial ℂ := LinearMap.mulLeft ℂ Polynomial.X

/-- On polynomials in `p`, the operator identity `[x, p] = iℏ(1 + b p²)` holds. -/
theorem polynomial_witness (ℏ b : ℝ) :
    xPoly ℏ b ∘ₗ pPoly - pPoly ∘ₗ xPoly ℏ b
      = (I * ℏ) • (LinearMap.id + (b : ℂ) • (pPoly ∘ₗ pPoly)) := by
  refine LinearMap.ext fun f => ?_
  simp only [xPoly, pPoly, LinearMap.sub_apply, LinearMap.comp_apply, LinearMap.smul_apply,
    LinearMap.add_apply, LinearMap.id_apply, LinearMap.mulLeft_apply,
    Polynomial.derivative_mul, Polynomial.derivative_X, Polynomial.smul_eq_C_mul]
  ring

end

end MinimalLength
```

The product rule $(pf)'-pf'=f$, followed by `ring`, gives $[x,p]f=i\hbar(1+bp^2)f$. No inner product is placed on the polynomials, so this shows that the algebra is consistent but does not exhibit a symmetric pair to which `minimal_length_strict` applies. Such a pair exists, by a computation outside the code: on smooth compactly supported functions $f(p)$ with $\langle f,g\rangle=\int\bar f g\,dp/(1+bp^2)$, integration by parts makes the same $x$ symmetric. In the completion of that space, $f=(1+bp^2)^{-1/2}$ satisfies $(x+i\hbar bp)f=0$ and, once normalised, has $\langle x\rangle=0$ and $\|xf\|=\hbar\sqrt b$. This does not contradict strictness, because $p^2f$ has infinite norm.

```lean
#print axioms MinimalLength.minimal_length_mean
#print axioms MinimalLength.minimal_length_strict
```

```
'MinimalLength.minimal_length_mean' depends on axioms: [propext, Classical.choice, Quot.sound]
'MinimalLength.minimal_length_strict' depends on axioms: [propext, Classical.choice, Quot.sound]
```
